# The Coulomb pseudopotential from gap equations with one phonon window

The superconducting gap is taken to be constant within each of finitely many energy windows. One low-energy window has gap x and weight L; the high-energy windows have gaps y_i and weights R_i. A weight is the logarithmic integral that a window contributes to the gap equation. The phonon attraction l is taken to act only inside the low-energy window, a simple model of an attraction that is limited to energy transfers of the order of the phonon energies. The Coulomb repulsion mu is nearly instantaneous and couples all windows equally. Both are dimensionless constants, interaction strength times density of states. The linearised gap equations are then

x = (l − mu) L x − mu Σ_j R_j y_j

y_i = −mu L x − mu Σ_j R_j y_j for every i.

Write S = Σ_j R_j and m = mu/(1 + mu S). The result is that a nonzero solution exists exactly when (l − m) L = 1, provided that 1 + mu S ≠ 0. Pairing can therefore occur although l < mu. In electron-phonon calculations of superconductivity, m plays the part of the parameter usually called mu*. Here it comes from a weak-coupling model with constant couplings, not from the full frequency-dependent theory, and mass renormalisation is left out.

```lean
import Mathlib

namespace CoulombPseudopotential

noncomputable section

variable {ι : Type*} [Fintype ι] {l mu L : ℝ} {R : ι → ℝ}
```

The pseudopotential is defined as an explicit function of two real numbers.

```lean
/-- The Coulomb pseudopotential `mu / (1 + mu R)` for bare repulsion `mu` and logarithmic
weight `R` of the high-energy states, on the domain `1 + mu R ≠ 0`. -/
def pseudopotential (mu R : ℝ) : ℝ := mu / (1 + mu * R)
```

`GapEquations` doesn't mention it, so its appearance in the criterion has to be derived. The finite type `ι` labels the high-energy windows, and `R` and `y` are real functions on it.

```lean
/-- Linearised gap equations for a low-energy window (gap `x`, weight `L`) and high-energy
windows (gaps `y i`, weights `R i`). The repulsion `mu` couples all windows, while the phonon
attraction `l` acts only inside the low-energy one. -/
def GapEquations (l mu L : ℝ) (R : ι → ℝ) (x : ℝ) (y : ι → ℝ) : Prop :=
  x = (l - mu) * L * x - mu * ∑ j, R j * y j ∧
    ∀ i, y i = -mu * L * x - mu * ∑ j, R j * y j
```

`Pairs` says that some real x and y solve these equations without all being zero. This identifies the transition point, not the whole superconducting phase: below the transition temperature the gap obeys nonlinear equations, which are not treated here.

```lean
/-- Pairing: the linearised gap equations have a solution that is not identically zero. -/
def Pairs (l mu L : ℝ) (R : ι → ℝ) : Prop :=
  ∃ (x : ℝ) (y : ι → ℝ), GapEquations l mu L R x y ∧ (x ≠ 0 ∨ ∃ i, y i ≠ 0)
```

The confinement of l to one window is an assumption built into `GapEquations`. If l coupled all windows equally, as mu does, all gaps would be equal and the condition would become (l − mu)(L + S) = 1, which for positive weights requires l > mu.

## Positive repulsion and positive high-energy weight

Physically, mu > 0 says that the Coulomb interaction repels, and R > 0 says that there are states above the phonon scale. If those states reach up to an electronic energy W and the phonon scale is ω, R is roughly log(W/ω).

By hand, both signs make mu²R positive, so mu < mu (1 + mu R). Division by the positive number 1 + mu R gives m < mu. Likewise mu R < 1 + mu R gives m < 1/R, a bound that holds however strong the bare repulsion is.

```lean
/-- For positive repulsion and positive high-energy weight, the pseudopotential is smaller than
the bare repulsion and smaller than `1 / R`. -/
theorem pseudopotential_lt {mu R : ℝ} (hmu : 0 < mu) (hR : 0 < R) :
    pseudopotential mu R < mu ∧ pseudopotential mu R < 1 / R := by
  have hp : 0 < 1 + mu * R := by positivity
  unfold pseudopotential
  constructor
  · rw [div_lt_iff₀ hp]
    nlinarith [mul_pos (mul_pos hmu hmu) hR]
  · rw [lt_div_iff₀ hR, div_mul_eq_mul_div, div_lt_one hp]
    linarith
```

The proof first obtains 1 + mu R > 0, then clears the denominators with `div_lt_iff₀` and `lt_div_iff₀`. The product that `nlinarith` receives is mu²R. At R = 0 the first inequality fails, because m equals mu.

## A nonzero denominator, 1 + mu S ≠ 0

For mu ≥ 0 and nonnegative weights this condition holds automatically. It says that the high-energy windows, left to themselves, have no nonzero solution with a common gap.

The elimination by hand begins with the high-energy equations. Their right-hand side doesn't depend on i, so all y_i equal one number y, and Σ_j R_j y_j = S y. Hence

(1 + mu S) y = −mu L x.

The hypothesis is used here, to divide:

y = −m L x.

The high-energy gap thus has the opposite sign to x when m and L are positive.

```lean
/-- In any solution of the gap equations with `1 + mu ∑ R ≠ 0`, the gap in every high-energy window
is the low-energy gap times minus the pseudopotential times `L`. -/
theorem high_gap {x : ℝ} {y : ι → ℝ} (hD : 1 + mu * ∑ j, R j ≠ 0)
    (h : GapEquations l mu L R x y) (i : ι) :
    y i = -pseudopotential mu (∑ j, R j) * L * x := by
  obtain ⟨_, hy⟩ := h
  -- the right-hand side does not depend on the window, so all high-energy gaps agree
  have hc : ∀ j, y j = y i := fun j => (hy j).trans (hy i).symm
  have hS : ∑ j, R j * y j = (∑ j, R j) * y i := by
    rw [Finset.sum_mul]
    exact Finset.sum_congr rfl fun j _ => by rw [hc j]
  have h1 := hy i
  rw [hS] at h1
  have h2 : y i = -(mu * L * x) / (1 + mu * ∑ j, R j) := by
    rw [eq_div_iff hD]
    linear_combination h1
  rw [h2, pseudopotential]
  ring
```

In `high_gap`, `hc` is the equality of the gaps, `hS` pulls the common gap out of the sum, and `eq_div_iff hD` is the division.

Substitution into the low-energy equation gives

x = (l − mu) L x + mu S m L x.

Since m (1 + mu S) = mu, we have mu − mu S m = m, and therefore

x = (l − m) L x.

```lean
/-- If `1 + mu ∑ R ≠ 0`, eliminating the high-energy windows leaves a gap equation for the
low-energy window alone, with the bare repulsion replaced by the pseudopotential. -/
theorem low_gap {x : ℝ} {y : ι → ℝ} (hD : 1 + mu * ∑ j, R j ≠ 0)
    (h : GapEquations l mu L R x y) :
    x = (l - pseudopotential mu (∑ j, R j)) * L * x := by
  have hm : pseudopotential mu (∑ j, R j) * (1 + mu * ∑ j, R j) = mu :=
    div_mul_cancel₀ _ hD
  have hS : ∑ j, R j * y j
      = (∑ j, R j) * (-pseudopotential mu (∑ j, R j) * L * x) := by
    rw [Finset.sum_mul]
    exact Finset.sum_congr rfl fun j _ => by rw [high_gap hD h j]
  have hx := h.1
  rw [hS] at hx
  linear_combination hx + L * x * hm
```

The last line of `low_gap` shows the tactic that carries most of the algebra, `linear_combination`. It is given a combination of known equations, subtracts that combination from the goal, and asks `ring` to confirm that what remains is an identity. Here the combination is `hx + L * x * hm`: the low-energy equation after substitution, plus L x times the identity m (1 + mu S) = mu. The tactic doesn't search for coefficients; the factor L x is the one found by hand. The division has already been dealt with in `hm`, so `ring` can treat the pseudopotential as a single symbol and needs only polynomial algebra.

Without the condition on the denominator the criterion can fail. Take one high-energy window with mu = 1, R = −1, l = 1 and L = 1. The equations become x = y and y = −x + y, which have only the zero solution. Lean sets 1/0 to 0, so the criterion would read 1 = 1 and wrongly predict pairing.

## A gap that is not identically zero

The zero gap is the normal state and always solves the equations. A nonzero solution of the linearised equations marks the onset of pairing; its overall amplitude is left undetermined.

By hand, this requirement permits the cancellation of x. If x were zero, y_i = −m L x would make every high-energy gap zero as well. So x ≠ 0, and x = (l − m) L x yields

(l − m) L = 1.

Conversely, suppose that this holds and set x = 1 and y_i = −m L. The right-hand side of each high-energy equation is −mu L + mu S m L = −m L, as required. That of the low-energy equation is (l − mu) L + mu S m L = (l − m) L = 1.

```lean
/-- Pairing criterion: if `1 + mu ∑ R ≠ 0`, the gap equations have a nonzero solution exactly
when the attraction minus the pseudopotential, times `L`, equals one. -/
theorem pairs_iff (hD : 1 + mu * ∑ j, R j ≠ 0) :
    Pairs l mu L R ↔ (l - pseudopotential mu (∑ j, R j)) * L = 1 := by
  constructor
  · rintro ⟨x, y, h, hne⟩
    -- a vanishing low-energy gap would force all the others to vanish
    have hx : x ≠ 0 := by
      intro hx0
      rcases hne with h0 | ⟨i, hi⟩
      · exact h0 hx0
      · exact hi (by rw [high_gap hD h i, hx0, mul_zero])
    apply mul_right_cancel₀ hx
    rw [one_mul]
    exact (low_gap hD h).symm
  · intro hL
    have hm : pseudopotential mu (∑ j, R j) * (1 + mu * ∑ j, R j) = mu :=
      div_mul_cancel₀ _ hD
    have hS : ∑ j, R j * (-pseudopotential mu (∑ j, R j) * L)
        = (∑ j, R j) * (-pseudopotential mu (∑ j, R j) * L) :=
      (Finset.sum_mul _ _ _).symm
    refine ⟨1, fun _ => -pseudopotential mu (∑ j, R j) * L, ⟨?_, fun i => ?_⟩,
      Or.inl one_ne_zero⟩
    · simp only [hS]
      linear_combination -hL - L * hm
    · simp only [hS]
      linear_combination -L * hm
```

The proof of `pairs_iff` follows these two directions: `hx` is the argument that x ≠ 0, `mul_right_cancel₀` cancels it, and the `refine` line supplies the explicit solution. With no high-energy windows, S = 0 and m = mu, so the criterion reduces to (l − mu) L = 1. If the zero solution were admitted, every choice of couplings would count as pairing.

A single high-energy window gives the pair of equations for x and y alone.

```lean
/-- The two-window case: if `1 + mu R ≠ 0`, the coupled equations for one low-energy and one
high-energy gap have a nonzero solution exactly when `(l - mu / (1 + mu R)) L = 1`. -/
theorem two_window_iff {l mu L R : ℝ} (hD : 1 + mu * R ≠ 0) :
    (∃ x y : ℝ, (x ≠ 0 ∨ y ≠ 0) ∧ x = (l - mu) * L * x - mu * R * y ∧
      y = -mu * L * x - mu * R * y) ↔ (l - mu / (1 + mu * R)) * L = 1 := by
  have h := pairs_iff (ι := Unit) (l := l) (mu := mu) (L := L) (R := fun _ => R)
    (by simpa using hD)
  simp only [Finset.univ_unique, Finset.sum_singleton, pseudopotential] at h
  rw [← h]
  constructor
  · rintro ⟨x, y, hne, h1, h2⟩
    refine ⟨x, fun _ => y, ⟨?_, fun _ => ?_⟩, hne.imp id fun h => ⟨(), h⟩⟩
    · simp only [Finset.univ_unique, Finset.sum_singleton]
      linear_combination h1
    · simp only [Finset.univ_unique, Finset.sum_singleton]
      linear_combination h2
  · rintro ⟨x, y, ⟨h1, h2⟩, hne⟩
    simp only [Finset.univ_unique, Finset.sum_singleton] at h1 h2
    exact ⟨x, y default, hne.imp id (fun ⟨_, h⟩ => h),
      by linear_combination h1, by linear_combination h2 default⟩
```

The proof takes `ι` to be `Unit`, the type with one element, and translates between the number y and the constant function on that type. No signs are assumed; for positive mu and R the denominator condition is automatic.

## Positive low-energy weight, L > 0

In the physical setting L is roughly log(ω/T) when the temperature T, in energy units, lies well below the phonon scale ω, and it is then positive. By hand, if (l − m) L = 1 with L > 0, then l − m must be positive. Conversely, if l > m, then L = 1/(l − m) is positive and meets the criterion.

```lean
/-- If `1 + mu ∑ R ≠ 0`, some positive low-energy weight `L` permits pairing exactly when the
attraction exceeds the pseudopotential. -/
theorem exists_pairing_iff (hD : 1 + mu * ∑ j, R j ≠ 0) :
    (∃ L : ℝ, 0 < L ∧ Pairs l mu L R) ↔ pseudopotential mu (∑ j, R j) < l := by
  simp only [pairs_iff hD]
  constructor
  · rintro ⟨L, hL, h⟩
    by_contra hn
    have h0 : (l - pseudopotential mu (∑ j, R j)) * L ≤ 0 :=
      mul_nonpos_of_nonpos_of_nonneg (by linarith [not_lt.mp hn]) hL.le
    linarith
  · intro h
    exact ⟨1 / (l - pseudopotential mu (∑ j, R j)), one_div_pos.2 (sub_pos.2 h),
      mul_one_div_cancel (sub_pos.2 h).ne'⟩
```

The first direction is by contradiction: for l ≤ m the product would be at most zero, yet it equals one. The second supplies 1/(l − m). If negative L were allowed, some L would satisfy the criterion for every l ≠ m, including an attraction weaker than the pseudopotential.

## Signs of the couplings and the retardation threshold

With l > 0, mu > 0 and S ≥ 0, the condition m < l can be solved for the high-energy weight. Since 1 + mu S > 0, it is equivalent to

mu < l (1 + mu S),

that is, mu − l < l mu S. Dividing by l mu > 0 gives

1/l − 1/mu < S.

For l < mu the left-hand side is positive. It is the amount of retardation, measured by S, that must be exceeded before any L > 0 permits pairing.

```lean
/-- For positive attraction and repulsion and nonnegative total high-energy weight, some
positive `L` permits pairing exactly when that total weight exceeds `1 / l - 1 / mu`. -/
theorem retardation_threshold (hl : 0 < l) (hmu : 0 < mu) (hR : 0 ≤ ∑ j, R j) :
    (∃ L : ℝ, 0 < L ∧ Pairs l mu L R) ↔ 1 / l - 1 / mu < ∑ j, R j := by
  have hp : 0 < 1 + mu * ∑ j, R j := by positivity
  have key : 1 / l - 1 / mu = (mu - l) / (l * mu) := by field_simp
  rw [exists_pairing_iff hp.ne', pseudopotential, div_lt_iff₀ hp, key,
    div_lt_iff₀ (mul_pos hl hmu)]
  constructor <;> intro h <;> nlinarith
```

The sign of S enters only through `hp`, the positivity of 1 + mu S; the signs of l and mu also justify the last `div_lt_iff₀`. Each sign matters:

- With l = −1, mu = 1 and S = 0, the threshold inequality −2 < 0 holds, but m = 1 exceeds l.
- With l = 1, mu = −1 and S = 0, m = −1 lies below l, but the threshold inequality 2 < 0 fails.
- With l = mu = 1 and S = −2, m = −1 lies below l, but 0 < −2 fails. This rules out replacing S ≥ 0 by 1 + mu S ≠ 0 alone.

## A temperature below the phonon scale, 0 < T < ω

Now put L = log(ω/T), with any numerical prefactor absorbed into ω and the high-energy weights held fixed. The hypothesis 0 < T < ω makes L positive, so pairing implies l > m. The criterion then gives log(ω/T) = 1/(l − m), or

T = ω exp(−1/(l − m)).

Reading these steps backwards gives the converse. At fixed couplings there is thus at most one such temperature, the transition temperature of the model.

```lean
/-- With `L = log (ω / T)`, `0 < T < ω` and `1 + mu ∑ R ≠ 0`, the gap equations have a nonzero
solution exactly when the attraction exceeds the pseudopotential `m` and
`T = ω exp (-1 / (l - m))`. -/
theorem critical_temperature {T ω : ℝ} (hT : 0 < T) (hTω : T < ω)
    (hD : 1 + mu * ∑ j, R j ≠ 0) :
    Pairs l mu (Real.log (ω / T)) R ↔ pseudopotential mu (∑ j, R j) < l ∧
      T = ω * Real.exp (-(1 / (l - pseudopotential mu (∑ j, R j)))) := by
  have hω : 0 < ω := hT.trans hTω
  have hlog : 0 < Real.log (ω / T) := Real.log_pos ((one_lt_div hT).2 hTω)
  constructor
  · intro h
    have hl := (exists_pairing_iff hD).1 ⟨_, hlog, h⟩
    have h1 := (pairs_iff hD).1 h
    have e : Real.log (ω / T) = 1 / (l - pseudopotential mu (∑ j, R j)) := by
      rw [eq_div_iff (sub_pos.2 hl).ne']
      linear_combination h1
    refine ⟨hl, ?_⟩
    rw [← e, Real.exp_neg, Real.exp_log (div_pos hω hT)]
    have hω0 := hω.ne'
    field_simp
  · rintro ⟨hl, hTe⟩
    rw [pairs_iff hD]
    have hab : Real.exp (1 / (l - pseudopotential mu (∑ j, R j))) *
        Real.exp (-(1 / (l - pseudopotential mu (∑ j, R j)))) = 1 := by
      rw [← Real.exp_add, add_neg_cancel, Real.exp_zero]
    have e : ω / T = Real.exp (1 / (l - pseudopotential mu (∑ j, R j))) := by
      rw [div_eq_iff hT.ne']
      linear_combination (-ω) * hab -
        Real.exp (1 / (l - pseudopotential mu (∑ j, R j))) * hTe
    rw [e, Real.log_exp, mul_one_div_cancel (sub_pos.2 hl).ne']
```

In the proof, `hlog` is the positivity of L and `exists_pairing_iff` turns it into l > m. The equation `e` then relates logarithm and exponential in each direction. For T > ω the equivalence can fail: with no high-energy windows, l = 0, mu = 1 and T = ω exp(1), we have L = −1 and (l − m) L = 1, although l < m.

## Pairing with l = 1/2 and mu = 1

Take one high-energy window with R = 2, and L = 6. Then m = 1/3 and (1/2 − 1/3) · 6 = 1. The solution is x = 1 and y = −2, up to a common factor:

1 = (1/2 − 1) · 6 · 1 − 1 · 2 · (−2)

−2 = −1 · 6 · 1 − 1 · 2 · (−2).

The bare interaction in the low-energy window is repulsive, since l − mu = −1/2. The sign change of the gap turns the repulsion between the windows into a positive contribution of 4 to the first equation, which outweighs the −3 from the low-energy window itself.

```lean
/-- Pairing occurs for attraction `1/2` and bare repulsion `1`, with low-energy weight `6` and
a single high-energy window of weight `2`. -/
theorem pairing_despite_net_repulsion : Pairs (1 / 2) 1 6 (fun _ : Unit => (2 : ℝ)) :=
  -- the gap changes sign between the windows
  ⟨1, fun _ => -2, ⟨by norm_num, fun _ => by norm_num⟩, Or.inl one_ne_zero⟩

end

end CoulombPseudopotential
```

The proof supplies these two gaps, and `norm_num` checks both equations.

```lean
#print axioms CoulombPseudopotential.two_window_iff
-- 'CoulombPseudopotential.two_window_iff' depends on axioms: [propext, Classical.choice, Quot.sound]
#print axioms CoulombPseudopotential.retardation_threshold
-- 'CoulombPseudopotential.retardation_threshold' depends on axioms: [propext, Classical.choice, Quot.sound]
#print axioms CoulombPseudopotential.critical_temperature
-- 'CoulombPseudopotential.critical_temperature' depends on axioms: [propext, Classical.choice, Quot.sound]
#print axioms CoulombPseudopotential.pairing_despite_net_repulsion
-- 'CoulombPseudopotential.pairing_despite_net_repulsion' depends on axioms: [propext, Classical.choice, Quot.sound]
```
